# Order of the lowest ¹T₂ and ¹E levels of octahedral d² with B ≠ 0, and their merging at strong field

The ligand-field Hamiltonian of an octahedral d² ion splits into symmetry blocks, and at strong field the lowest ¹E and ¹T₂ levels are two close singlets of mainly t₂² character. In the pure cubic model without spin–orbit coupling, and with nonzero Racah parameter B, their order can be settled without numerical diagonalisation: ¹T₂ is the lower for every positive field strength Dq, and as Dq → ∞ the gap behaves asymptotically as 3B²/(5Dq).

In Lean 4 with Mathlib:

```lean
import Mathlib

open Matrix Filter Topology

namespace StrongFieldSinglets

noncomputable section
```

## The two blocks

A level of a real 2×2 matrix M is a real x with Mv = xv for some vector v ≠ 0. The lowest level is the infimum of this set.

```lean
/-- The energy levels of a real 2×2 Hamiltonian: the numbers with a nonzero eigenvector. -/
def levels (M : Matrix (Fin 2) (Fin 2) ℝ) : Set ℝ := {x | ∃ v, v ≠ 0 ∧ M *ᵥ v = x • v}

/-- The lowest level of a real 2×2 Hamiltonian, as the infimum of its levels. -/
def lowest (M : Matrix (Fin 2) (Fin 2) ℝ) : ℝ := sInf (levels M)
```

A t₂ electron has energy −4Dq and an e electron +6Dq, so t₂², t₂e and e² lie at −8Dq, 2Dq and 12Dq. Electron repulsion enters through the Racah parameters B and C, with the common shift A omitted. Index 0 is the t₂² state in both blocks; index 1 is t₂e for ¹T₂ and e² for ¹E. The repulsion entries B + 2C, 2C and 2√3B are postulated, not derived from two-electron integrals. Each matrix stands for one component of a threefold or twofold degenerate term.

```lean
/-- The strong-field d² Hamiltonian of the ¹T₂ block. -/
def hT2 (Dq B C : ℝ) : Matrix (Fin 2) (Fin 2) ℝ :=
  !![-8 * Dq + B + 2 * C, 2 * √3 * B; 2 * √3 * B, 2 * Dq + 2 * C]

/-- The strong-field d² Hamiltonian of the ¹E block. -/
def hE (Dq B C : ℝ) : Matrix (Fin 2) (Fin 2) ℝ :=
  !![-8 * Dq + B + 2 * C, 2 * √3 * B; 2 * √3 * B, 12 * Dq + 2 * C]
```

The splitting is the lowest ¹E level minus the lowest ¹T₂ level.

```lean
/-- The lowest ¹E level minus the lowest ¹T₂ level. -/
def splitting (Dq B C : ℝ) : ℝ := lowest (hE Dq B C) - lowest (hT2 Dq B C)
```

## Lowering by configuration mixing

For the symmetric matrix [[a, b], [b, d]] put Δ = d − a and x = a − s. The secular equation (a − x)(d − x) = b² becomes

s(s + Δ) = b²,

and its larger root is

s(b, Δ) = √(Δ²/4 + b²) − Δ/2.

```lean
/-- The depression `√(Δ²/4 + b²) - Δ/2` for coupling `b` and diagonal gap `Δ`. -/
def depression (b Δ : ℝ) : ℝ := √(Δ ^ 2 / 4 + b ^ 2) - Δ / 2
```

The square root is at least |Δ|/2, so s ≥ 0 and s + Δ ≥ 0. The product s(s + Δ) is the squared root minus Δ²/4, which is b². All later properties of s come from these three facts.

```lean
/-- The depression `s` obeys `s ≥ 0`, `s + Δ ≥ 0` and the secular equation `s (s + Δ) = b²`. -/
theorem depression_spec (b Δ : ℝ) :
    0 ≤ depression b Δ ∧ 0 ≤ depression b Δ + Δ ∧
      depression b Δ * (depression b Δ + Δ) = b ^ 2 := by
  have hr : √(Δ ^ 2 / 4 + b ^ 2) ^ 2 = Δ ^ 2 / 4 + b ^ 2 := Real.sq_sqrt (by positivity)
  have hle : (Δ / 2) ^ 2 ≤ Δ ^ 2 / 4 + b ^ 2 := by nlinarith [sq_nonneg b]
  obtain ⟨h1, h2⟩ := abs_le.mp (Real.abs_le_sqrt hle)
  unfold depression
  exact ⟨by linarith, by linarith, by linear_combination hr⟩
```

The vector (s + Δ, −b), normalised by dividing by √((s + Δ)² + b²), has eigenvalue a − s:

a(s + Δ) − b² = (a − s)(s + Δ),

b(s + Δ) − db = (a − s)(−b).

If s + Δ = 0, then b = 0 and a − s = d, and (0, 1) serves. For x < a − s one has a − x > s and d − x > s + Δ, so D = (a − x)(d − x) − b² > 0 (`hD`). Eliminating one component at a time from Mv = xv gives Dv₀ = 0 and Dv₁ = 0 (`z0`, `z1`), hence v = 0. `IsLeast` records both parts, so the default value of `sInf` on an empty or unbounded set never enters.

```lean
/-- The least level of the symmetric matrix `[[a, b], [b, d]]` is `a` lowered by the
depression for coupling `b` and gap `d - a`. -/
theorem isLeast_levels (a b d : ℝ) :
    IsLeast (levels !![a, b; b, d]) (a - depression b (d - a)) := by
  obtain ⟨h0, h1, h2⟩ := depression_spec b (d - a)
  generalize depression b (d - a) = s at h0 h1 h2 ⊢
  constructor
  · -- explicit eigenvector
    by_cases hs : s + (d - a) = 0
    · have hb : b = 0 := by
        rw [hs, mul_zero] at h2
        exact (pow_eq_zero_iff two_ne_zero).mp h2.symm
      refine ⟨![0, 1], fun h => by simpa using congrFun h 1, ?_⟩
      ext i
      fin_cases i <;> simp [Matrix.mulVec, dotProduct, Fin.sum_univ_two] <;> linarith
    · refine ⟨![s + (d - a), -b], fun h => hs (by simpa using congrFun h 0), ?_⟩
      ext i
      fin_cases i <;> simp [Matrix.mulVec, dotProduct, Fin.sum_univ_two] <;> nlinarith [h2]
  · rintro x ⟨v, hne, hv⟩
    have e0 : a * v 0 + b * v 1 = x * v 0 := by
      simpa [Matrix.mulVec, dotProduct, Fin.sum_univ_two, Matrix.vecHead, Matrix.vecTail]
        using congrFun hv 0
    have e1 : b * v 0 + d * v 1 = x * v 1 := by
      simpa [Matrix.mulVec, dotProduct, Fin.sum_univ_two, Matrix.vecHead, Matrix.vecTail]
        using congrFun hv 1
    by_contra hx
    have hx' : x < a - s := not_le.mp hx
    -- below `a - s` the secular determinant is positive, which forces `v = 0`
    have hD : s * (s + (d - a)) < (a - x) * (d - x) :=
      mul_lt_mul'' (by linarith) (by linarith) h0 h1
    have hD' : (a - x) * (d - x) - b ^ 2 ≠ 0 := ne_of_gt (by linarith)
    have z0 : ((a - x) * (d - x) - b ^ 2) * v 0 = 0 := by
      linear_combination (d - x) * e0 - b * e1
    have z1 : ((a - x) * (d - x) - b ^ 2) * v 1 = 0 := by
      linear_combination (a - x) * e1 - b * e0
    have v0 := (mul_eq_zero.mp z0).resolve_left hD'
    have v1 := (mul_eq_zero.mp z1).resolve_left hD'
    apply hne
    ext i
    fin_cases i
    · simpa using v0
    · simpa using v1
```

Defining the lowest level directly as (a + d)/2 − √((d − a)²/4 + b²) is a shorter model. It would make this lemma unnecessary, but the final theorems would then concern square roots, with their link to the Hamiltonian assumed.

## Dependence on the gap

Let b ≠ 0 and x < y be two gaps, with s = s(b, x) and t = s(b, y). Here s > 0, since s(s + x) = b² > 0. If s ≤ t, then

b² = s(s + x) < s(t + y) ≤ t(t + y) = b²,

which is impossible; `p1` and `p2` are the two inequalities.

```lean
/-- For nonzero coupling the depression strictly decreases as the gap grows. -/
theorem depression_strictAnti {b : ℝ} (hb : b ≠ 0) : StrictAnti (depression b) := by
  intro x y hxy
  obtain ⟨hx0, _, hx2⟩ := depression_spec b x
  obtain ⟨_, hy1, hy2⟩ := depression_spec b y
  generalize depression b x = s at hx0 hx2 ⊢
  generalize depression b y = t at hy1 hy2 ⊢
  have hb2 : 0 < b ^ 2 := by positivity
  have hs : 0 < s := lt_of_le_of_ne hx0 fun e => by
    rw [← e, zero_mul] at hx2
    linarith
  by_contra h
  have hst : s ≤ t := not_lt.mp h
  -- s (s + x) < s (t + y) ≤ t (t + y), yet both ends equal b²
  have p1 : 0 < s * (t + y - (s + x)) := mul_pos hs (by linarith)
  have p2 : 0 ≤ (t - s) * (t + y) := mul_nonneg (by linarith) hy1
  nlinarith
```

For Δ > 0 the relation sΔ = b² − s² ≤ b² gives 0 ≤ s ≤ b²/Δ, so s → 0 as Δ → ∞ by squeezing, and then Δs → b². This is the second-order perturbation estimate s ≈ b²/Δ in limit form.

```lean
/-- As the gap `Δ` tends to infinity the depression tends to `0`, and `Δ` times the
depression tends to `b²`. -/
theorem depression_tendsto (b : ℝ) :
    Tendsto (depression b) atTop (𝓝 0) ∧
      Tendsto (fun Δ => Δ * depression b Δ) atTop (𝓝 (b ^ 2)) := by
  have hg : Tendsto (fun Δ : ℝ => b ^ 2 / Δ) atTop (𝓝 0) :=
    tendsto_const_nhds.div_atTop tendsto_id
  have h1 : Tendsto (depression b) atTop (𝓝 0) := by
    -- squeeze: 0 ≤ s ≤ b² / Δ
    refine squeeze_zero' (Eventually.of_forall fun Δ => (depression_spec b Δ).1) ?_ hg
    filter_upwards [eventually_gt_atTop 0] with Δ h
    rw [le_div_iff₀ h]
    nlinarith [(depression_spec b Δ).2.2, sq_nonneg (depression b Δ)]
  refine ⟨h1, ?_⟩
  have e : (fun Δ => Δ * depression b Δ) = fun Δ => b ^ 2 - depression b Δ ^ 2 :=
    funext fun Δ => by linear_combination (depression_spec b Δ).2.2
  rw [e]
  simpa using (h1.pow 2).const_sub (b ^ 2)
```

Along Δ = kDq − B with k > 0 the gap diverges with Dq, and

Dq·s = (Δs + Bs)/k → b²/k.

```lean
/-- For a gap `k Dq - B` with `k > 0`, the depression tends to `0` and `Dq` times the
depression tends to `b² / k` as `Dq` tends to infinity. -/
theorem depression_tendsto_field (b B : ℝ) {k : ℝ} (hk : 0 < k) :
    Tendsto (fun Dq => depression b (k * Dq - B)) atTop (𝓝 0) ∧
      Tendsto (fun Dq => Dq * depression b (k * Dq - B)) atTop (𝓝 (b ^ 2 / k)) := by
  obtain ⟨h1, h2⟩ := depression_tendsto b
  have t0 : Tendsto (fun x : ℝ => k * x) atTop atTop := tendsto_id.const_mul_atTop hk
  have t : Tendsto (fun x : ℝ => k * x - B) atTop atTop :=
    (tendsto_atTop_add_const_right atTop (-B) t0).congr fun x => (sub_eq_add_neg _ _).symm
  refine ⟨h1.comp t, ?_⟩
  have h := ((h2.comp t).add ((h1.comp t).const_mul B)).div_const k
  rw [mul_zero, add_zero] at h
  refine h.congr fun x => ?_
  simp only [Function.comp]
  rw [div_eq_iff hk.ne']
  ring
```

## The singlet levels

Both blocks have a = −8Dq + B + 2C and b = 2√3B. The gaps are 10Dq − B for ¹T₂ and 20Dq − B for ¹E, for all real Dq, B and C.

```lean
/-- The lowest ¹T₂ level is the least eigenvalue of its block and equals `-8Dq + B + 2C`
minus the depression for coupling `2√3 B` and gap `10Dq - B`. -/
theorem lowest_T2 (Dq B C : ℝ) :
    IsLeast (levels (hT2 Dq B C)) (lowest (hT2 Dq B C)) ∧
      lowest (hT2 Dq B C) = -8 * Dq + B + 2 * C - depression (2 * √3 * B) (10 * Dq - B) := by
  have h := isLeast_levels (-8 * Dq + B + 2 * C) (2 * √3 * B) (2 * Dq + 2 * C)
  rw [show 2 * Dq + 2 * C - (-8 * Dq + B + 2 * C) = 10 * Dq - B by ring] at h
  have e : lowest (hT2 Dq B C) = _ := h.csInf_eq
  exact ⟨by rw [e]; exact h, e⟩

/-- The lowest ¹E level is the least eigenvalue of its block and equals `-8Dq + B + 2C`
minus the depression for coupling `2√3 B` and gap `20Dq - B`. -/
theorem lowest_E (Dq B C : ℝ) :
    IsLeast (levels (hE Dq B C)) (lowest (hE Dq B C)) ∧
      lowest (hE Dq B C) = -8 * Dq + B + 2 * C - depression (2 * √3 * B) (20 * Dq - B) := by
  have h := isLeast_levels (-8 * Dq + B + 2 * C) (2 * √3 * B) (12 * Dq + 2 * C)
  rw [show 12 * Dq + 2 * C - (-8 * Dq + B + 2 * C) = 20 * Dq - B by ring] at h
  have e : lowest (hE Dq B C) = _ := h.csInf_eq
  exact ⟨by rw [e]; exact h, e⟩
```

On subtraction a cancels, and C with it:

splitting = s(b, 10Dq − B) − s(b, 20Dq − B).

For B ≠ 0, s is strictly decreasing, so this is positive exactly when 10Dq − B < 20Dq − B, that is Dq > 0, the octahedral sign with t₂ below e. The hypothesis `hB` says that the configurations mix; physical B is positive, but either sign is admitted.

```lean
/-- For `B ≠ 0` the lowest ¹T₂ level lies strictly below the lowest ¹E level exactly when
`Dq > 0`. -/
theorem T2_below_E_iff {B : ℝ} (hB : B ≠ 0) (Dq C : ℝ) :
    lowest (hT2 Dq B C) < lowest (hE Dq B C) ↔ 0 < Dq := by
  have hA := depression_strictAnti (b := 2 * √3 * B) (mul_ne_zero (by positivity) hB)
  rw [(lowest_T2 Dq B C).2, (lowest_E Dq B C).2]
  constructor
  · intro h
    by_contra hD
    have hD' : Dq ≤ 0 := not_lt.mp hD
    have := hA.antitone (show 20 * Dq - B ≤ 10 * Dq - B by linarith)
    linarith
  · intro h
    have := hA (show 10 * Dq - B < 20 * Dq - B by linarith)
    linarith
```

The next theorem joins the ordering at every Dq > 0 to the limit: each lowering tends to 0, hence so does their difference. `atTop` is Dq → +∞ at fixed B and C, so a change of the Racah parameters with covalency is ignored.

```lean
/-- For `B ≠ 0` the lowest ¹T₂ level lies strictly below the lowest ¹E level at every
`Dq > 0`, and their splitting tends to `0` as `Dq` tends to infinity. -/
theorem strong_field_singlets {B : ℝ} (hB : B ≠ 0) (C : ℝ) :
    (∀ Dq, 0 < Dq → lowest (hT2 Dq B C) < lowest (hE Dq B C)) ∧
      Tendsto (fun Dq => splitting Dq B C) atTop (𝓝 0) := by
  refine ⟨fun Dq h => (T2_below_E_iff hB Dq C).mpr h, ?_⟩
  have h := (depression_tendsto_field (2 * √3 * B) B (k := 10) (by norm_num)).1.sub
    (depression_tendsto_field (2 * √3 * B) B (k := 20) (by norm_num)).1
  rw [sub_zero] at h
  refine h.congr fun Dq => ?_
  rw [splitting, (lowest_T2 Dq B C).2, (lowest_E Dq B C).2]
  ring
```

The rate holds for all real B and C. With b² = 12B²,

Dq·splitting → 12B²(1/10 − 1/20) = 3B²/5.

It is a limit, with no error bound at finite Dq. The theorems compare these two blocks only and say nothing of the triplets or the other singlets; spin–orbit coupling or a lower-symmetry field, absent here, can compete with so small a gap.

```lean
/-- `Dq` times the ¹E–¹T₂ splitting tends to `3B²/5` as `Dq` tends to infinity. -/
theorem splitting_rate (B C : ℝ) :
    Tendsto (fun Dq => Dq * splitting Dq B C) atTop (𝓝 (3 * B ^ 2 / 5)) := by
  have h := (depression_tendsto_field (2 * √3 * B) B (k := 10) (by norm_num)).2.sub
    (depression_tendsto_field (2 * √3 * B) B (k := 20) (by norm_num)).2
  have h3 : √3 ^ 2 = (3 : ℝ) := Real.sq_sqrt (by norm_num)
  -- 12B² (1/10 - 1/20) = 3B²/5
  have e : (2 * √3 * B) ^ 2 / 10 - (2 * √3 * B) ^ 2 / 20 = 3 * B ^ 2 / 5 := by
    linear_combination (B ^ 2 / 5) * h3
  rw [e] at h
  refine h.congr fun Dq => ?_
  rw [splitting, (lowest_T2 Dq B C).2, (lowest_E Dq B C).2]
  ring

end

end StrongFieldSinglets
```

```lean
#print axioms StrongFieldSinglets.strong_field_singlets
-- 'StrongFieldSinglets.strong_field_singlets' depends on axioms: [propext, Classical.choice, Quot.sound]
#print axioms StrongFieldSinglets.splitting_rate
-- 'StrongFieldSinglets.splitting_rate' depends on axioms: [propext, Classical.choice, Quot.sound]
```
